# Linearly independent Cholesky orbitals of an idempotent density matrix are orthonormal

In a finite orthonormal basis, let a real density matrix be factorised as P = L Lᵀ, where the columns of L are the coefficients of linearly independent orbitals. If P is idempotent, P² = P, the lemma says that these orbitals are orthonormal, LᵀL = 1, and that the trace of P is their number. L need not be triangular, as it would be in a standard Cholesky factorisation. The proof takes the preceding theorem, which allows a general overlap matrix S and real or complex entries, sets S = 1, and turns conjugate transposes into plain transposes.

In Lean, a first try:

```lean
import Mathlib

open Matrix

namespace CholeskyOrbitalsOrthonormalBasis

variable {𝕜 n k m : Type*} [RCLike 𝕜] [Fintype n] [Fintype k]

omit [Fintype n] in
/-- If the orbitals in the columns of `L` are linearly independent, only the zero
coefficient matrix combines them to zero. -/
theorem eq_zero_of_orbitals_mul {L : Matrix n k 𝕜} (hL : LinearIndependent 𝕜 L.col)
    {X : Matrix k m 𝕜} (h : L * X = 0) : X = 0 := by
  have inj := Matrix.mulVec_injective_iff.mpr hL
  ext a b
  have hb : L *ᵥ (fun c => X c b) = L *ᵥ 0 := by
    rw [Matrix.mulVec_zero]
    ext i
    exact congrFun (congrFun h i) b
  exact congrFun (inj hb) a

/-- Let a density matrix `P = L Lᴴ` be idempotent in a basis with overlap matrix `S`, and let
the columns of `L` be linearly independent. Then these Cholesky orbitals are orthonormal, and
the trace of `P S` is their number. -/
theorem cholesky_orbitals_orthonormal [DecidableEq k] {P S : Matrix n n 𝕜} {L : Matrix n k 𝕜}
    (hL : LinearIndependent 𝕜 L.col) (hP : P = L * Lᴴ) (h : P * S * P = P) :
    Lᴴ * S * L = 1 ∧ (P * S).trace = Fintype.card k := by
  subst hP
  -- idempotency says that the deviation from orthonormality vanishes between L and Lᴴ
  have h1 : L * ((Lᴴ * S * L - 1) * Lᴴ) = 0 := by
    have e : L * ((Lᴴ * S * L - 1) * Lᴴ) = L * Lᴴ * S * (L * Lᴴ) - L * Lᴴ := by
      simp only [Matrix.sub_mul, Matrix.mul_sub, Matrix.one_mul, Matrix.mul_assoc]
    rw [e, h, sub_self]
  -- cancel L on the left, take the adjoint, and cancel L again
  have h2 := eq_zero_of_orbitals_mul hL h1
  have h3 : L * (Lᴴ * S * L - 1)ᴴ = 0 := by
    have h2' := congrArg Matrix.conjTranspose h2
    rwa [Matrix.conjTranspose_mul, Matrix.conjTranspose_conjTranspose,
      Matrix.conjTranspose_zero] at h2'
  have h4 : Lᴴ * S * L = 1 :=
    sub_eq_zero.mp (Matrix.conjTranspose_eq_zero.mp (eq_zero_of_orbitals_mul hL h3))
  refine ⟨h4, ?_⟩
  rw [Matrix.mul_assoc, Matrix.trace_mul_comm, h4, Matrix.trace_one]

/-- In an orthonormal basis, a real idempotent density matrix `P = L Lᵀ` with linearly
independent columns of `L` has orthonormal Cholesky orbitals, and its trace is their number. -/
theorem cholesky_orbitals_orthonormal_basis [DecidableEq k] {P : Matrix n n ℝ}
    {L : Matrix n k ℝ} (hL : LinearIndependent ℝ L.col) (hP : P = L * Lᵀ) (h : P * P = P) :
    Lᵀ * L = 1 ∧ P.trace = Fintype.card k := by
  classical
  have key := cholesky_orbitals_orthonormal (S := 1) hL
    (by rw [hP, Matrix.conjTranspose_eq_transpose_of_trivial]) (by rw [Matrix.mul_one, h])
  rwa [Matrix.mul_one, Matrix.mul_one, Matrix.conjTranspose_eq_transpose_of_trivial] at key

end CholeskyOrbitalsOrthonormalBasis
```

The compiler's answer:

```
Main.lean:52:12: error: Tactic `rewrite` failed: Did not find an occurrence of the pattern
  P
in the target expression
  ?m.48 = L * Lᴴ

n : Type u_2
k : Type u_3
inst✝² : Fintype n
inst✝¹ : Fintype k
inst✝ : DecidableEq k
P : Matrix n n ℝ
L : Matrix n k ℝ
hL : LinearIndependent ℝ L.col
hP : P = L * Lᵀ
h : P * P = P
⊢ ?m.48 = L * Lᴴ
Main.lean:52:87: error: Tactic `rewrite` failed: Did not find an occurrence of the pattern
  P * P
in the target expression
  1 * 1 = 1

n : Type u_2
k : Type u_3
inst✝² : Fintype n
inst✝¹ : Fintype k
inst✝ : DecidableEq k
P : Matrix n n ℝ
L : Matrix n k ℝ
hL : LinearIndependent ℝ L.col
hP : P = L * Lᵀ
h : P * P = P
⊢ 1 * 1 = 1
Main.lean:53:2: error: Tactic `assumption` failed

n : Type u_2
k : Type u_3
inst✝² : Fintype n
inst✝¹ : Fintype k
inst✝ : DecidableEq k
P : Matrix n n ℝ
L : Matrix n k ℝ
hL : LinearIndependent ℝ L.col
hP : P = L * Lᵀ
h : P * P = P
key : Lᵀ * L = 1 ∧ trace 1 = ↑(Fintype.card k)
⊢ Lᵀ * L = 1 ∧ P.trace = ↑(Fintype.card k)
```

The call to `cholesky_orbitals_orthonormal` fixes `S` but not the implicit density matrix. Only the two hypotheses proved by `by` blocks could determine it, and Lean runs those blocks with the matrix still unknown. The first goal is therefore `?m.48 = L * Lᴴ`, in which `rw [hP]` finds no `P`.

In the second block the goal has the form `?P * 1 * ?P = ?P`. The pattern of `Matrix.mul_one`, a product ending in `1`, matches the whole left-hand side if the unknown matrix is taken to be `1`. Lean makes that choice, leaving `1 * 1 = 1`, where `h` finds no `P * P`.

The third error follows from this: `key` now speaks of `trace 1`, while the goal needs `P.trace`, so the `assumption` step that ends `rwa` fails.

Adding `(P := P)` names the matrix before the blocks run. `hP` then has a `P` to rewrite, `Matrix.mul_one` turns `P * 1 * P` into `P * P` as intended, and `key` ends with the right trace.

The repair, with which the file compiles:

```diff
@@ -49,5 +49,5 @@
     Lᵀ * L = 1 ∧ P.trace = Fintype.card k := by
   classical
-  have key := cholesky_orbitals_orthonormal (S := 1) hL
+  have key := cholesky_orbitals_orthonormal (P := P) (S := 1) hL
     (by rw [hP, Matrix.conjTranspose_eq_transpose_of_trivial]) (by rw [Matrix.mul_one, h])
   rwa [Matrix.mul_one, Matrix.mul_one, Matrix.conjTranspose_eq_transpose_of_trivial] at key
```
